# An off-centre positive charge on the x axis lowers the energy of a Gaussian $p_x$ orbital below that of $p_y$

If I average a neighbouring point charge's potential over spheres around my atom, $p_x$ and $p_y$ stay degenerate wherever the charge sits. With the true potential I expect $p_x$, which points at the charge, to drop lower. But half of its density lies on the far side. Does the order hold at every distance, and how large is the splitting?

## A $t^4$ integral fixes the sign and the size

The order holds at every non-zero distance. Take orbitals $Nx\,e^{-p|r|^2/2}$ and $Ny\,e^{-p|r|^2/2}$ with $p>0$, and a charge $Z>0$ at $C=(v,0,0)$. Let $I_x$ and $I_y$ be the integrals of $x^2e^{-p|r|^2}/|r-C|$ and $y^2e^{-p|r|^2}/|r-C|$. Write

$$\frac1{|r-C|}=\frac2{\sqrt\pi}\int_0^\infty e^{-s^2|r-C|^2}ds .$$

With $b=p+s^2$ and $t=s/\sqrt b$, completing the square gives

$$p|r|^2+s^2|r-C|^2=b\left[(x-vt^2)^2+y^2+z^2\right]+pv^2t^2 .$$

A Gaussian $e^{-b(x-X)^2}$ has integral $\sqrt{\pi/b}$. For its second moment set $u=x-X$. The derivative of $(u+2X)e^{-bu^2}$ integrates to zero, so $u^2+2Xu$ averages to $1/(2b)$ and $x^2$ to $X^2+1/(2b)$.

Here $X=vt^2$ and $1/b=(1-t^2)/p$. Since $dt=p\,b^{-3/2}ds$, the prefactor $\frac{2}{\sqrt\pi}(\pi/b)^{3/2}ds$ becomes $\frac{2\pi}{p}dt$:

$$I_x=\frac{2\pi}p\int_0^1\left(v^2t^4+\frac{1-t^2}{2p}\right)e^{-pv^2t^2}dt,\qquad I_y=\frac{2\pi}p\int_0^1\frac{1-t^2}{2p}\,e^{-pv^2t^2}dt .$$

The integrals over $r$ and $s$ may be exchanged because, for both orbitals, the joint integrand in $r$ and $s$ is non-negative. Subtracting,

$$I_x-I_y=\frac{2\pi v^2}p\int_0^1t^4e^{-pv^2t^2}dt ,$$

which is positive for $v\ne0$. The energies $-ZN^2I_x$ and $-ZN^2I_y$ are therefore ordered as you expect.

For $p=v=1$, integrating by parts twice gives $\int_0^1t^4e^{-t^2}dt=\frac34\int_0^1e^{-t^2}dt-\frac5{4e}\approx0.1003$, so $I_x-I_y\approx0.630$. Normalisation requires $N^2=2p(p/\pi)^{3/2}\approx0.359$. For $Z=1$ the splitting is about $0.226$ hartree.

In Lean 4 with Mathlib:

```lean
import Mathlib

open MeasureTheory Set Filter Topology Real

namespace PShellSplitting

noncomputable section

/-- The squared distance of the point `r = (x, y, z)` from the origin. -/
def rSq (r : ℝ × ℝ × ℝ) : ℝ := r.1 ^ 2 + r.2.1 ^ 2 + r.2.2 ^ 2

/-- The distance of `r` from the point charge at `(v, 0, 0)`. -/
def chargeDist (v : ℝ) (r : ℝ × ℝ × ℝ) : ℝ := √(rSq (r - (v, 0, 0)))

/-- A weighted Gaussian at the origin times a Gaussian of exponent `s²` at the charge,
as a function of the pair `(r, s)`. -/
def screened (p v : ℝ) (w : ℝ × ℝ × ℝ → ℝ) (z : (ℝ × ℝ × ℝ) × ℝ) : ℝ :=
  w z.1 * Real.exp (-p * rSq z.1) * Real.exp (-rSq (z.1 - (v, 0, 0)) * z.2 ^ 2)

/-- A Gaussian of exponent `b > 0` centred at `X` is integrable, with integral `√(π/b)`. -/
theorem gaussian_zeroth_moment {b : ℝ} (hb : 0 < b) (X : ℝ) :
    Integrable (fun x : ℝ => 1 * Real.exp (-b * (x - X) ^ 2)) ∧
    ∫ x : ℝ, 1 * Real.exp (-b * (x - X) ^ 2) = 1 * √(π / b) := by
  simp only [one_mul]
  exact ⟨(integrable_exp_neg_mul_sq hb).comp_sub_right X,
    (integral_sub_right_eq_self (μ := volume) (fun u : ℝ => Real.exp (-b * u ^ 2)) X).trans
      (integral_gaussian b)⟩

/-- The second moment about the origin of a Gaussian of exponent `b > 0` centred at `X`. -/
theorem gaussian_second_moment {b : ℝ} (hb : 0 < b) (X : ℝ) :
    Integrable (fun x : ℝ => x ^ 2 * Real.exp (-b * (x - X) ^ 2)) ∧
    ∫ x : ℝ, x ^ 2 * Real.exp (-b * (x - X) ^ 2) = (X ^ 2 + 1 / (2 * b)) * √(π / b) := by
  have h0 := integrable_exp_neg_mul_sq hb
  have h1 := integrable_mul_exp_neg_mul_sq hb
  have h2 : Integrable fun x : ℝ => x ^ 2 * Real.exp (-b * x ^ 2) := by
    simpa using integrable_rpow_mul_exp_neg_mul_sq hb (s := 2) (by norm_num)
  -- a total derivative integrates to zero
  have hF : ∀ x : ℝ, HasDerivAt (fun x => (x + 2 * X) * Real.exp (-b * x ^ 2))
      (Real.exp (-b * x ^ 2) - 2 * b * (x ^ 2 * Real.exp (-b * x ^ 2)
        + 2 * X * (x * Real.exp (-b * x ^ 2)))) x := by
    intro x
    have he : HasDerivAt (fun x : ℝ => Real.exp (-b * x ^ 2))
        (Real.exp (-b * x ^ 2) * (-b * (2 * x))) x := by
      simpa using ((hasDerivAt_pow 2 x).const_mul (-b)).exp
    exact (((hasDerivAt_id' x).add_const (2 * X)).fun_mul he).congr_deriv (by ring)
  have hi : Integrable (fun x : ℝ => Real.exp (-b * x ^ 2) - 2 * b *
      (x ^ 2 * Real.exp (-b * x ^ 2) + 2 * X * (x * Real.exp (-b * x ^ 2)))) :=
    h0.sub ((h2.add (h1.const_mul (2 * X))).const_mul (2 * b))
  have hz := integral_eq_zero_of_hasDerivAt_of_integrable hF hi
    ((h1.add (h0.const_mul (2 * X))).congr (.of_forall fun x => by dsimp; ring))
  have hf : (fun u : ℝ => (u + X) ^ 2 * Real.exp (-b * u ^ 2)) = fun u =>
      (X ^ 2 + 1 / (2 * b)) * Real.exp (-b * u ^ 2) - 1 / (2 * b) *
      (Real.exp (-b * u ^ 2) - 2 * b * (u ^ 2 * Real.exp (-b * u ^ 2)
        + 2 * X * (u * Real.exp (-b * u ^ 2)))) := by
    funext u
    field_simp
    ring
  have hI : Integrable (fun u : ℝ => (u + X) ^ 2 * Real.exp (-b * u ^ 2)) := by
    rw [hf]
    exact (h0.const_mul _).sub (hi.const_mul _)
  have hV : ∫ u : ℝ, (u + X) ^ 2 * Real.exp (-b * u ^ 2)
      = (X ^ 2 + 1 / (2 * b)) * √(π / b) := by
    rw [hf, integral_sub (h0.const_mul _) (hi.const_mul _), integral_const_mul,
      integral_const_mul, hz, integral_gaussian]
    ring
  have h := integral_sub_right_eq_self (μ := volume)
    (fun u : ℝ => (u + X) ^ 2 * Real.exp (-b * u ^ 2)) X
  simp only [sub_add_cancel] at h
  exact ⟨by simpa only [sub_add_cancel] using hI.comp_sub_right X, h.trans hV⟩

/-- The substitution `t = s/√(p+s²)`, with `p > 0`, turns an integral over the half-line into one
over `[0,1]`, for continuous `φ` that is non-negative on `[0,1]`. -/
theorem integral_substitution {p : ℝ} (hp : 0 < p) {φ : ℝ → ℝ} (hφ : Continuous φ)
    (h0 : ∀ t ∈ Icc (0 : ℝ) 1, 0 ≤ φ t) :
    IntegrableOn (fun s => φ (s / √(p + s ^ 2)) * (p / ((p + s ^ 2) * √(p + s ^ 2)))) (Ioi 0) ∧
    ∫ s in Ioi (0 : ℝ), φ (s / √(p + s ^ 2)) * (p / ((p + s ^ 2) * √(p + s ^ 2)))
      = ∫ t in (0 : ℝ)..1, φ t := by
  have hd : ∀ s : ℝ, HasDerivAt (fun s => s / √(p + s ^ 2))
      (p / ((p + s ^ 2) * √(p + s ^ 2))) s := by
    intro s
    have hb : 0 < p + s ^ 2 := by positivity
    have h1 : HasDerivAt (fun s : ℝ => p + s ^ 2) (2 * s) s := by
      simpa using (hasDerivAt_pow 2 s).const_add p
    have key : ∀ q b : ℝ, 0 < q → q ^ 2 = b → b = p + s ^ 2 →
        (1 * q - s * (2 * s / (2 * q))) / q ^ 2 = p / (b * q) := by
      intro q b hq h h'
      rw [show p = q ^ 2 - s ^ 2 by linarith, ← h]
      field_simp
    exact ((hasDerivAt_id' s).fun_div (h1.sqrt hb.ne') (Real.sqrt_pos.2 hb).ne').congr_deriv
      (key _ _ (Real.sqrt_pos.2 hb) (Real.sq_sqrt hb.le) rfl)
  have hlim : Tendsto (fun s : ℝ => s / √(p + s ^ 2)) atTop (𝓝 1) := by
    have h : Tendsto (fun s : ℝ => p / (p + s ^ 2)) atTop (𝓝 0) :=
      tendsto_const_nhds.div_atTop
        (tendsto_atTop_add_const_left _ p (tendsto_pow_atTop two_ne_zero))
    have h1 : Tendsto (fun s : ℝ => √(1 - p / (p + s ^ 2))) atTop (𝓝 1) := by
      simpa using (h.const_sub 1).sqrt
    refine h1.congr' ?_
    filter_upwards [eventually_gt_atTop 0] with s hs
    have hb : p + s ^ 2 ≠ 0 := by positivity
    have e : 1 - p / (p + s ^ 2) = s ^ 2 / (p + s ^ 2) := by
      rw [eq_div_iff hb, sub_mul, div_mul_cancel₀ _ hb]
      ring
    rw [e, Real.sqrt_div (sq_nonneg s), Real.sqrt_sq hs.le]
  have hG : ∀ s ∈ Ici (0 : ℝ), HasDerivAt (fun s => ∫ t in (0 : ℝ)..(s / √(p + s ^ 2)), φ t)
      (φ (s / √(p + s ^ 2)) * (p / ((p + s ^ 2) * √(p + s ^ 2)))) s := fun s _ =>
    HasDerivAt.comp s (hφ.integral_hasStrictDerivAt 0 _).hasDerivAt (hd s)
  have hpos : ∀ s ∈ Ioi (0 : ℝ),
      0 ≤ φ (s / √(p + s ^ 2)) * (p / ((p + s ^ 2) * √(p + s ^ 2))) := by
    intro s hs
    have hs' : 0 < s := hs
    refine mul_nonneg (h0 _ ⟨by positivity, ?_⟩) (by positivity)
    rw [div_le_one (by positivity)]
    exact (le_abs_self s).trans (Real.abs_le_sqrt (by linarith))
  have hL := (hφ.integral_hasStrictDerivAt 0 1).hasDerivAt.continuousAt.tendsto.comp hlim
  refine ⟨integrableOn_Ioi_deriv_of_nonneg' hG hpos hL, ?_⟩
  rw [integral_Ioi_of_hasDerivAt_of_nonneg' hG hpos hL]
  simp

/-- If the Gaussian-screened integrals of a continuous weight `w ≥ 0` have the profile `φ`,
continuous and non-negative on `[0,1]`, then for `p > 0` its Coulomb integral converges
and is `2π/p` times the integral of `φ` over `[0,1]`. -/
theorem coulomb_of_screened {p v : ℝ} (hp : 0 < p) {w : ℝ × ℝ × ℝ → ℝ} (hwc : Continuous w)
    (hw : ∀ r, 0 ≤ w r) {φ : ℝ → ℝ} (hφ : Continuous φ) (h0 : ∀ t ∈ Icc (0 : ℝ) 1, 0 ≤ φ t)
    (hI : ∀ s, Integrable fun r => screened p v w (r, s))
    (hJ : ∀ s, ∫ r, screened p v w (r, s) = π * √π / p *
      (φ (s / √(p + s ^ 2)) * (p / ((p + s ^ 2) * √(p + s ^ 2))))) :
    Integrable (fun r => w r * Real.exp (-p * rSq r) / chargeDist v r) ∧
    ∫ r, w r * Real.exp (-p * rSq r) / chargeDist v r = 2 * π / p * ∫ t in (0 : ℝ)..1, φ t := by
  have hsub := integral_substitution hp hφ h0
  have hf : Integrable (screened p v w) (volume.prod (volume.restrict (Ioi (0 : ℝ)))) := by
    have hc : Continuous (screened p v w) := by
      unfold screened rSq
      fun_prop
    rw [integrable_prod_iff' hc.aestronglyMeasurable]
    refine ⟨ae_of_all _ hI, ?_⟩
    have e : (fun s => ∫ r, ‖screened p v w (r, s)‖) = fun s => π * √π / p *
        (φ (s / √(p + s ^ 2)) * (p / ((p + s ^ 2) * √(p + s ^ 2)))) := by
      funext s
      rw [← hJ s]
      exact integral_congr_ae (ae_of_all _ fun r => Real.norm_of_nonneg
        (mul_nonneg (mul_nonneg (hw r) (Real.exp_pos _).le) (Real.exp_pos _).le))
    rw [e]
    exact hsub.1.const_mul _
  -- the Coulomb kernel is a superposition of Gaussians
  have hk : ∀ r, ∫ s in Ioi (0 : ℝ), screened p v w (r, s)
      = √π / 2 * (w r * Real.exp (-p * rSq r) / chargeDist v r) := by
    intro r
    simp only [screened]
    rw [integral_const_mul, integral_gaussian_Ioi, Real.sqrt_div pi_pos.le, chargeDist]
    ring
  have hc : √π / 2 ≠ 0 := by positivity
  constructor
  · have h := hf.integral_prod_left
    simp only [hk] at h
    exact (h.const_mul (√π / 2)⁻¹).congr (.of_forall fun r => inv_mul_cancel_left₀ hc _)
  · have hs := (integral_prod _ hf).symm.trans (integral_prod_symm _ hf)
    simp only [hk, hJ] at hs
    rw [integral_const_mul, integral_const_mul, hsub.2] at hs
    apply mul_left_cancel₀ hc
    rw [hs]
    ring

/-- Gaussian product rule: for `p > 0` the screened integral of a weight `g(x)h(y)` factorises
into one-dimensional Gaussian averages `A` and `B`. -/
theorem screened_integral {p : ℝ} (hp : 0 < p) (v s : ℝ) (g h : ℝ → ℝ) {A B : ℝ}
    (hg : Integrable (fun x => g x * Real.exp (-(p + s ^ 2) * (x - s ^ 2 * v / (p + s ^ 2)) ^ 2)) ∧
      ∫ x, g x * Real.exp (-(p + s ^ 2) * (x - s ^ 2 * v / (p + s ^ 2)) ^ 2)
        = A * √(π / (p + s ^ 2)))
    (hh : Integrable (fun y => h y * Real.exp (-(p + s ^ 2) * (y - 0) ^ 2)) ∧
      ∫ y, h y * Real.exp (-(p + s ^ 2) * (y - 0) ^ 2) = B * √(π / (p + s ^ 2))) :
    Integrable (fun r => screened p v (fun r => g r.1 * h r.2.1) (r, s)) ∧
    ∫ r, screened p v (fun r => g r.1 * h r.2.1) (r, s) = π * √π / p *
      (A * B * Real.exp (-p * v ^ 2 * (s / √(p + s ^ 2)) ^ 2) *
        (p / ((p + s ^ 2) * √(p + s ^ 2)))) := by
  have hb : 0 < p + s ^ 2 := by positivity
  have hz := integrable_exp_neg_mul_sq hb
  have e : ∀ r : ℝ × ℝ × ℝ, screened p v (fun r => g r.1 * h r.2.1) (r, s) =
      (Real.exp (-p * v ^ 2 * (s / √(p + s ^ 2)) ^ 2) *
        (g r.1 * Real.exp (-(p + s ^ 2) * (r.1 - s ^ 2 * v / (p + s ^ 2)) ^ 2))) *
      ((h r.2.1 * Real.exp (-(p + s ^ 2) * (r.2.1 - 0) ^ 2)) *
        Real.exp (-(p + s ^ 2) * r.2.2 ^ 2)) := by
    intro r
    have h1 : Real.exp (-p * rSq r) * Real.exp (-rSq (r - (v, 0, 0)) * s ^ 2) =
        Real.exp (-p * v ^ 2 * (s / √(p + s ^ 2)) ^ 2) *
        Real.exp (-(p + s ^ 2) * (r.1 - s ^ 2 * v / (p + s ^ 2)) ^ 2) *
        Real.exp (-(p + s ^ 2) * (r.2.1 - 0) ^ 2) * Real.exp (-(p + s ^ 2) * r.2.2 ^ 2) := by
      simp only [← Real.exp_add]
      congr 1
      simp only [rSq, Prod.fst_sub, Prod.snd_sub]
      rw [div_pow, Real.sq_sqrt hb.le]
      field_simp
      ring
    simp only [screened]
    linear_combination (g r.1 * h r.2.1) * h1
  simp only [e]
  refine ⟨(hg.1.const_mul _).mul_prod (hh.1.mul_prod hz), ?_⟩
  have h2 : ∫ q : ℝ × ℝ, (h q.1 * Real.exp (-(p + s ^ 2) * (q.1 - 0) ^ 2)) *
      Real.exp (-(p + s ^ 2) * q.2 ^ 2) = B * √(π / (p + s ^ 2)) * √(π / (p + s ^ 2)) :=
    (integral_prod_mul (μ := (volume : Measure ℝ)) (ν := (volume : Measure ℝ))
      (fun y => h y * Real.exp (-(p + s ^ 2) * (y - 0) ^ 2))
      (fun z => Real.exp (-(p + s ^ 2) * z ^ 2))).trans (by rw [hh.2, integral_gaussian])
  refine (integral_prod_mul (μ := (volume : Measure ℝ)) (ν := (volume : Measure (ℝ × ℝ)))
    (fun x => Real.exp (-p * v ^ 2 * (s / √(p + s ^ 2)) ^ 2) *
      (g x * Real.exp (-(p + s ^ 2) * (x - s ^ 2 * v / (p + s ^ 2)) ^ 2)))
    (fun q => (h q.1 * Real.exp (-(p + s ^ 2) * (q.1 - 0) ^ 2)) *
      Real.exp (-(p + s ^ 2) * q.2 ^ 2))).trans ?_
  rw [integral_const_mul, hg.2, h2, Real.sqrt_div pi_pos.le]
  have key : ∀ K q c P b : ℝ, 0 < q → c ^ 2 = P → q ^ 2 = b →
      K * (A * (c / q)) * (B * (c / q) * (c / q)) = P * c / p * (A * B * K * (p / (b * q))) := by
    rintro K q c _ _ hq rfl rfl
    field_simp
  exact key _ _ _ _ _ (Real.sqrt_pos.2 hb) (Real.sq_sqrt pi_pos.le) (Real.sq_sqrt hb.le)

/-- The Coulomb integral of the density `x² exp(-p r²)`, `p > 0`, which points at the charge. -/
theorem coulomb_along {p : ℝ} (hp : 0 < p) (v : ℝ) :
    Integrable (fun r : ℝ × ℝ × ℝ => r.1 ^ 2 * Real.exp (-p * rSq r) / chargeDist v r) ∧
    ∫ r : ℝ × ℝ × ℝ, r.1 ^ 2 * Real.exp (-p * rSq r) / chargeDist v r = 2 * π / p *
      ∫ t in (0 : ℝ)..1, (v ^ 2 * t ^ 4 + (1 - t ^ 2) / (2 * p)) *
        Real.exp (-p * v ^ 2 * t ^ 2) := by
  have hs := fun s : ℝ => screened_integral hp v s (fun x => x ^ 2) (fun _ => 1)
    (gaussian_second_moment (by positivity) _) (gaussian_zeroth_moment (by positivity) 0)
  have e : ∀ s : ℝ, ((s ^ 2 * v / (p + s ^ 2)) ^ 2 + 1 / (2 * (p + s ^ 2))) * 1 =
      v ^ 2 * (s / √(p + s ^ 2)) ^ 4 + (1 - (s / √(p + s ^ 2)) ^ 2) / (2 * p) := by
    intro s
    have hb : 0 < p + s ^ 2 := by positivity
    rw [show (s / √(p + s ^ 2)) ^ 4 = ((s / √(p + s ^ 2)) ^ 2) ^ 2 by ring, div_pow s,
      Real.sq_sqrt hb.le]
    field_simp
    ring
  have h := coulomb_of_screened (v := v) (w := fun r => r.1 ^ 2 * 1)
    (φ := fun t => (v ^ 2 * t ^ 4 + (1 - t ^ 2) / (2 * p)) * Real.exp (-p * v ^ 2 * t ^ 2))
    hp (by fun_prop) (fun r => by positivity) (by fun_prop)
    (fun t ht => mul_nonneg (add_nonneg (by positivity)
      (div_nonneg (by nlinarith [ht.1, ht.2]) (by positivity))) (Real.exp_pos _).le)
    (fun s => (hs s).1) (fun s => (hs s).2.trans (by rw [e s]))
  simpa only [mul_one] using h

/-- The Coulomb integral of the density `y² exp(-p r²)`, `p > 0`, which lies across the axis
to the charge. -/
theorem coulomb_across {p : ℝ} (hp : 0 < p) (v : ℝ) :
    Integrable (fun r : ℝ × ℝ × ℝ => r.2.1 ^ 2 * Real.exp (-p * rSq r) / chargeDist v r) ∧
    ∫ r : ℝ × ℝ × ℝ, r.2.1 ^ 2 * Real.exp (-p * rSq r) / chargeDist v r = 2 * π / p *
      ∫ t in (0 : ℝ)..1, (1 - t ^ 2) / (2 * p) * Real.exp (-p * v ^ 2 * t ^ 2) := by
  have hs := fun s : ℝ => screened_integral hp v s (fun _ => 1) (fun y => y ^ 2)
    (gaussian_zeroth_moment (by positivity) _) (gaussian_second_moment (by positivity) 0)
  have e : ∀ s : ℝ, 1 * ((0 : ℝ) ^ 2 + 1 / (2 * (p + s ^ 2))) =
      (1 - (s / √(p + s ^ 2)) ^ 2) / (2 * p) := by
    intro s
    have hb : 0 < p + s ^ 2 := by positivity
    rw [div_pow s, Real.sq_sqrt hb.le]
    field_simp
    ring
  have h := coulomb_of_screened (v := v) (w := fun r => 1 * r.2.1 ^ 2)
    (φ := fun t => (1 - t ^ 2) / (2 * p) * Real.exp (-p * v ^ 2 * t ^ 2))
    hp (by fun_prop) (fun r => by positivity) (by fun_prop)
    (fun t ht => mul_nonneg (div_nonneg (by nlinarith [ht.1, ht.2]) (by positivity))
      (Real.exp_pos _).le)
    (fun s => (hs s).1) (fun s => (hs s).2.trans (by rw [e s]))
  simpa only [one_mul] using h

/-- For `p > 0` the Coulomb integral of `(x² - y²) exp(-p r²)`, with the charge at `(v, 0, 0)`, is
`2πv²/p` times the integral of `t⁴ exp(-p v² t²)` over `[0,1]`. -/
theorem point_charge_splitting {p : ℝ} (hp : 0 < p) (v : ℝ) :
    ∫ r : ℝ × ℝ × ℝ, (r.1 ^ 2 - r.2.1 ^ 2) * Real.exp (-p * rSq r) / chargeDist v r =
      2 * π * v ^ 2 / p * ∫ t in (0 : ℝ)..1, t ^ 4 * Real.exp (-p * v ^ 2 * t ^ 2) := by
  have hx := coulomb_along hp v
  have hy := coulomb_across hp v
  have hd : ∫ r : ℝ × ℝ × ℝ, (r.1 ^ 2 - r.2.1 ^ 2) * Real.exp (-p * rSq r) / chargeDist v r =
      (∫ r : ℝ × ℝ × ℝ, r.1 ^ 2 * Real.exp (-p * rSq r) / chargeDist v r) -
      ∫ r : ℝ × ℝ × ℝ, r.2.1 ^ 2 * Real.exp (-p * rSq r) / chargeDist v r := by
    rw [← integral_sub hx.1 hy.1]
    congr 1
    funext r
    ring
  have h1 : IntervalIntegrable (fun t : ℝ => v ^ 2 * (t ^ 4 * Real.exp (-p * v ^ 2 * t ^ 2)))
      volume 0 1 := Continuous.intervalIntegrable (by fun_prop) _ _
  have h2 : IntervalIntegrable (fun t : ℝ => (1 - t ^ 2) / (2 * p) *
      Real.exp (-p * v ^ 2 * t ^ 2)) volume 0 1 := Continuous.intervalIntegrable (by fun_prop) _ _
  -- the transverse contribution is common to both orientations
  have hadd := intervalIntegral.integral_add h1 h2
  rw [intervalIntegral.integral_const_mul] at hadd
  simp only [← mul_assoc, ← add_mul] at hadd
  rw [hd, hx.2, hy.2, hadd]
  ring

/-- For `p > 0` and `v ≠ 0` a charge `Z > 0` at `(v, 0, 0)` gives the orbital `N x exp(-p r²/2)`,
`N ≠ 0`, a lower attraction energy than `N y exp(-p r²/2)`. -/
theorem pointing_orbital_lower {p v Z N : ℝ} (hp : 0 < p) (hv : v ≠ 0) (hZ : 0 < Z)
    (hN : N ≠ 0) :
    -Z * ∫ r : ℝ × ℝ × ℝ, (N * r.1 * Real.exp (-p * rSq r / 2)) ^ 2 / chargeDist v r <
    -Z * ∫ r : ℝ × ℝ × ℝ, (N * r.2.1 * Real.exp (-p * rSq r / 2)) ^ 2 / chargeDist v r := by
  have hsq : ∀ a c d : ℝ, (N * a * Real.exp (c / 2)) ^ 2 / d =
      N ^ 2 * (a ^ 2 * Real.exp c / d) := by
    intro a c d
    have h : Real.exp (c / 2) ^ 2 = Real.exp c := by
      rw [sq, ← Real.exp_add, add_halves]
    rw [mul_pow, mul_pow, h]
    ring
  have hx := coulomb_along hp v
  have hy := coulomb_across hp v
  have hpos : 0 < ∫ t in (0 : ℝ)..1, t ^ 4 * Real.exp (-p * v ^ 2 * t ^ 2) :=
    intervalIntegral.intervalIntegral_pos_of_pos_on
      (Continuous.intervalIntegrable (by fun_prop) _ _)
      (fun t ht => mul_pos (pow_pos ht.1 4) (Real.exp_pos _)) one_pos
  have hS : 0 < ∫ r : ℝ × ℝ × ℝ,
      (r.1 ^ 2 - r.2.1 ^ 2) * Real.exp (-p * rSq r) / chargeDist v r := by
    rw [point_charge_splitting hp v]
    positivity
  simp only [sub_mul, sub_div] at hS
  rw [integral_sub hx.1 hy.1] at hS
  simp only [hsq]
  rw [integral_const_mul, integral_const_mul]
  have hc : 0 < Z * N ^ 2 := by positivity
  nlinarith [mul_pos hc hS]

end

end PShellSplitting
```

```lean
#print axioms PShellSplitting.pointing_orbital_lower
```

```
'PShellSplitting.pointing_orbital_lower' depends on axioms: [propext, Classical.choice, Quot.sound]
```

`point_charge_splitting` is the difference formula, for every real `v`. `pointing_orbital_lower` is the strict energy ordering; it needs `v ≠ 0`, because at the origin the two energies agree. Points are triples `r`, with `r.1` for $x$ and `r.2.1` for $y$. `rSq` and `chargeDist` spell out the Euclidean distance, since Mathlib's norm on a product is the maximum norm. `N` is any non-zero common prefactor, and energies are in atomic units. The orbitals are fixed: they do not relax in the field of the charge.

The two moment lemmas do the integrals over $x$ and $y$; the one over $z$ is Mathlib's `integral_gaussian`. `screened_integral` completes the square and factorises the integral at fixed $s$, and `integral_substitution` changes $s$ to $t$. `coulomb_of_screened` obtains integrability from `integrable_prod_iff'` and swaps the integrals with `integral_prod_symm`. `coulomb_along` and `coulomb_across` then give $I_x$ and $I_y$. In the last theorem, `mul_pos` multiplies the positive difference by $ZN^2$, and `nlinarith` finishes the comparison.

For primitive $p_x$ and $p_y$ functions on the same atom, each with exponent $p/2$, and a charge on the x axis, $-ZN^2I_x$ and $-ZN^2I_y$ are reference values for checking the diagonal nuclear-attraction integrals in a Gaussian-basis code.
